# Averaging a normalised quadrature over a finite transitive rotation group gives the exact mean over a finite set of directions

When a variational Monte Carlo calculation evaluates a nonlocal effective core potential, it can give the small angular grid around the core a random orientation, so that the quadrature error averages to zero. The theorems below prove this for a finite group of orientations that acts transitively on a finite set of directions, with quadrature weights that sum to one.

In Lean 4 with Mathlib:

```lean
import Mathlib

open Finset

namespace RandomRotationQuadrature

noncomputable section

variable {G X Q L S : Type*}

/-- The uniform average of a real quantity over a finite nonempty set. -/
def mean [Fintype S] (F : S → ℝ) : ℝ := (∑ s, F s) / (Fintype.card S : ℝ)

/-- The quadrature value of `f` with weights `w` after the grid points `x` have been
turned by the rotation `g`. -/
def rotatedRule [Fintype Q] [SMul G X] (w : Q → ℝ) (x : Q → X) (f : X → ℝ) (g : G) : ℝ :=
  ∑ q, w q * f (g • x q)

/-- The nonlocal potential applied to `ψ` at direction `e`: a sum over angular channels of
the radial strength `v l` times the mean over directions of the kernel `P l` times `ψ`,
on a finite nonempty set of directions. -/
def nonlocalAction [Fintype X] [Fintype L] (v : L → ℝ) (P : L → X → X → ℝ)
    (ψ : X → ℝ) (e : X) : ℝ :=
  ∑ l, v l * mean (fun y => P l e y * ψ y)

/-- The mean of a finite linear combination is the linear combination of the means. -/
theorem mean_linear [Fintype S] [Fintype Q] (c : Q → ℝ) (F : Q → S → ℝ) :
    mean (fun s => ∑ q, c q * F q s) = ∑ q, c q * mean (F q) := by
  unfold mean
  rw [Finset.sum_comm, Finset.sum_div]
  refine Finset.sum_congr rfl fun q _ => ?_
  rw [← Finset.mul_sum, mul_div_assoc]

variable [Group G] [Fintype G] [MulAction G X] [Fintype X] [Fintype Q] [Fintype L]

/-- Under a transitive group of rotations, the mean of `f` over all rotated images of a
single direction is the mean of `f` over all directions. -/
theorem mean_over_rotations [MulAction.IsPretransitive G X] (f : X → ℝ) (x : X) :
    mean (fun g : G => f (g • x)) = mean f := by
  -- the orbit sum does not depend on the starting direction
  have hconst : ∀ y : X, ∑ g : G, f (g • y) = ∑ g : G, f (g • x) := by
    intro y
    obtain ⟨h, rfl⟩ := MulAction.exists_smul_eq G x y
    exact Fintype.sum_equiv (Equiv.mulRight h) _ _ (fun g => by simp [mul_smul])
  -- each rotation only permutes the directions
  have hperm : ∀ g : G, ∑ y : X, f (g • y) = ∑ y : X, f y := fun g =>
    Fintype.sum_equiv (MulAction.toPerm g) _ _ (fun _ => rfl)
  -- count the double sum over rotations and directions in both orders
  have hdouble : (Fintype.card X : ℝ) * ∑ g : G, f (g • x)
      = (Fintype.card G : ℝ) * ∑ y : X, f y := by
    calc (Fintype.card X : ℝ) * ∑ g : G, f (g • x)
        = ∑ y : X, ∑ g : G, f (g • y) := by
          rw [Finset.sum_congr rfl (fun y _ => hconst y)]
          simp only [Finset.sum_const, Finset.card_univ, nsmul_eq_mul]
      _ = ∑ g : G, ∑ y : X, f (g • y) := Finset.sum_comm
      _ = (Fintype.card G : ℝ) * ∑ y : X, f y := by
          rw [Finset.sum_congr rfl (fun g _ => hperm g)]
          simp only [Finset.sum_const, Finset.card_univ, nsmul_eq_mul]
  have hG : (Fintype.card G : ℝ) ≠ 0 := Nat.cast_ne_zero.mpr Fintype.card_ne_zero
  have : Nonempty X := ⟨x⟩
  have hX : (Fintype.card X : ℝ) ≠ 0 := Nat.cast_ne_zero.mpr Fintype.card_ne_zero
  unfold mean
  rw [div_eq_div_iff hG hX]
  linear_combination hdouble

/-- A finite group acts transitively on the directions exactly when the rotational mean
from every starting direction reproduces the directional mean of every function. -/
theorem transitive_iff_mean_over_rotations :
    MulAction.IsPretransitive G X ↔
      ∀ (x : X) (f : X → ℝ), mean (fun g : G => f (g • x)) = mean f := by
  classical
  constructor
  · intro _ x f
    exact mean_over_rotations f x
  · intro h
    refine ⟨fun x y => ?_⟩
    by_contra hno
    have hne : ∀ g : G, g • x ≠ y := fun g hg => hno ⟨g, hg⟩
    -- test with the function concentrated at the unreachable direction
    have key := h x (fun z => if z = y then (1 : ℝ) else 0)
    have h0 : mean (fun g : G => if g • x = y then (1 : ℝ) else 0) = 0 := by
      simp [mean, hne]
    have h1 : mean (fun z : X => if z = y then (1 : ℝ) else 0)
        = 1 / (Fintype.card X : ℝ) := by
      simp [mean]
    have : Nonempty X := ⟨x⟩
    have hc : (0 : ℝ) < Fintype.card X := Nat.cast_pos.mpr Fintype.card_pos
    have hpos : 0 < 1 / (Fintype.card X : ℝ) := one_div_pos.mpr hc
    linarith [h0.symm.trans (key.trans h1)]

/-- For a transitive rotation group and arbitrary weights, the rotational mean of the
quadrature is the total weight times the directional mean. -/
theorem mean_rotatedRule [MulAction.IsPretransitive G X]
    (w : Q → ℝ) (x : Q → X) (f : X → ℝ) :
    mean (fun g : G => rotatedRule w x f g) = (∑ q, w q) * mean f := by
  calc mean (fun g : G => rotatedRule w x f g)
      = ∑ q, w q * mean (fun g : G => f (g • x q)) :=
        mean_linear w (fun q (g : G) => f (g • x q))
    _ = ∑ q, w q * mean f :=
        Finset.sum_congr rfl fun q _ => by rw [mean_over_rotations f (x q)]
    _ = (∑ q, w q) * mean f := by rw [Finset.sum_mul]

/-- Random rotation removes quadrature bias: for a transitive rotation group on a nonempty set of
directions, the randomly rotated rule is unbiased for every function exactly when its weights sum to
one. -/
theorem unbiased_iff [MulAction.IsPretransitive G X] [Nonempty X]
    (w : Q → ℝ) (x : Q → X) :
    (∀ f : X → ℝ, mean (fun g : G => rotatedRule w x f g) = mean f) ↔ ∑ q, w q = 1 := by
  constructor
  · intro h
    -- the constant function detects the total weight
    have h1 : mean (fun _ : X => (1 : ℝ)) = 1 := by simp [mean]
    have key := h (fun _ => 1)
    rw [mean_rotatedRule, h1, mul_one] at key
    exact key
  · intro hw f
    rw [mean_rotatedRule, hw, one_mul]

/-- For a transitive rotation group and weights summing to one, evaluating all angular
channels on one randomly rotated grid estimates the nonlocal potential applied to `ψ`
without bias. -/
theorem nonlocalAction_unbiased [MulAction.IsPretransitive G X]
    (w : Q → ℝ) (x : Q → X) (hw : ∑ q, w q = 1)
    (v : L → ℝ) (P : L → X → X → ℝ) (ψ : X → ℝ) (e : X) :
    mean (fun g : G => ∑ l, v l * rotatedRule w x (fun y => P l e y * ψ y) g)
      = nonlocalAction v P ψ e := by
  rw [mean_linear v (fun l (g : G) => rotatedRule w x (fun y => P l e y * ψ y) g)]
  unfold nonlocalAction
  refine Finset.sum_congr rfl fun l _ => ?_
  rw [mean_rotatedRule, hw, one_mul]

/-- For a transitive rotation group and weights summing to one, the mean square of the
rotated quadrature is the square of the exact mean plus the variance over orientations. -/
theorem mean_square_rotatedRule [MulAction.IsPretransitive G X]
    (w : Q → ℝ) (x : Q → X) (hw : ∑ q, w q = 1) (f : X → ℝ) :
    mean (fun g : G => rotatedRule w x f g ^ 2)
      = mean f ^ 2 + mean (fun g : G => (rotatedRule w x f g - mean f) ^ 2) := by
  have hG : (Fintype.card G : ℝ) ≠ 0 := Nat.cast_ne_zero.mpr Fintype.card_ne_zero
  have hm := mean_rotatedRule (G := G) w x f
  rw [hw, one_mul] at hm
  generalize mean f = m at hm ⊢
  unfold mean at hm ⊢
  rw [div_eq_iff hG] at hm
  have hc : (Fintype.card G : ℝ) * m ^ 2 = ∑ _g : G, m ^ 2 := by
    simp only [Finset.sum_const, Finset.card_univ, nsmul_eq_mul]
  -- expand the square under the sum over orientations
  have hexp : ∑ g : G, (rotatedRule w x f g - m) ^ 2
      = ∑ g : G, rotatedRule w x f g ^ 2 - 2 * m * ∑ g : G, rotatedRule w x f g
        + (Fintype.card G : ℝ) * m ^ 2 := by
    rw [hc, Finset.mul_sum, ← Finset.sum_sub_distrib, ← Finset.sum_add_distrib]
    exact Finset.sum_congr rfl fun g _ => by ring
  rw [hexp, hm]
  field_simp
  ring

/-- For a transitive rotation group and weights summing to one, the squared estimate is
unbiased exactly when the quadrature is exact in every orientation. -/
theorem square_unbiased_iff [MulAction.IsPretransitive G X]
    (w : Q → ℝ) (x : Q → X) (hw : ∑ q, w q = 1) (f : X → ℝ) :
    mean (fun g : G => rotatedRule w x f g ^ 2) = mean f ^ 2 ↔
      ∀ g : G, rotatedRule w x f g = mean f := by
  have hG : (Fintype.card G : ℝ) ≠ 0 := Nat.cast_ne_zero.mpr Fintype.card_ne_zero
  rw [mean_square_rotatedRule w x hw f]
  constructor
  · intro h g
    have hv : mean (fun g : G => (rotatedRule w x f g - mean f) ^ 2) = 0 := by linarith
    have hs : ∑ g : G, (rotatedRule w x f g - mean f) ^ 2 = 0 :=
      (div_eq_zero_iff.mp hv).resolve_right hG
    -- a vanishing sum of squares has vanishing terms
    have hz := (Finset.sum_eq_zero_iff_of_nonneg (fun g _ => sq_nonneg _)).mp hs g
      (Finset.mem_univ g)
    exact sub_eq_zero.mp (pow_eq_zero_iff two_ne_zero |>.mp hz)
  · intro h
    simp [mean, h]

/-- The permutations of four vertices act transitively; for the indicator of vertex 0, the
one-point rule at that vertex gives 1 unrotated and 1/4 on average over the group. -/
theorem tetrahedron_witness :
    MulAction.IsPretransitive (Equiv.Perm (Fin 4)) (Fin 4) ∧
    rotatedRule (fun _ : Unit => (1 : ℝ)) (fun _ => (0 : Fin 4))
      (fun z => if z = 0 then 1 else 0) (1 : Equiv.Perm (Fin 4)) = 1 ∧
    mean (fun g : Equiv.Perm (Fin 4) => rotatedRule (fun _ : Unit => (1 : ℝ))
      (fun _ => (0 : Fin 4)) (fun z => if z = 0 then 1 else 0) g) = 1 / 4 := by
  have ht : MulAction.IsPretransitive (Equiv.Perm (Fin 4)) (Fin 4) :=
    ⟨fun a b => ⟨Equiv.swap a b, Equiv.swap_apply_left a b⟩⟩
  refine ⟨ht, ?_, ?_⟩
  · simp [rotatedRule]
  · rw [mean_rotatedRule]
    simp [mean]

end

end RandomRotationQuadrature
```

```lean
#print axioms RandomRotationQuadrature.transitive_iff_mean_over_rotations
#print axioms RandomRotationQuadrature.unbiased_iff
#print axioms RandomRotationQuadrature.nonlocalAction_unbiased
#print axioms RandomRotationQuadrature.square_unbiased_iff
```

```
'RandomRotationQuadrature.transitive_iff_mean_over_rotations' depends on axioms: [propext, Classical.choice, Quot.sound]
'RandomRotationQuadrature.unbiased_iff' depends on axioms: [propext, Classical.choice, Quot.sound]
'RandomRotationQuadrature.nonlocalAction_unbiased' depends on axioms: [propext, Classical.choice, Quot.sound]
'RandomRotationQuadrature.square_unbiased_iff' depends on axioms: [propext, Classical.choice, Quot.sound]
```

## Directions, orientations and the nonlocal potential

The finite type `X` is the set of directions, and the finite group `G` is the set of orientations. `MulAction G X` says how an orientation g turns a direction x into g x, written `g • x`. `IsPretransitive` says that every direction can be turned into every other. Nothing else about rotations is used, so `G` may also contain reflections.

The grid has points x_q and real weights w_q, where q runs over `Q`. Points may coincide and weights may be negative. For a real function f on X, `rotatedRule w x f g` is

R_g = ∑_q w_q f(g x_q).

`mean` is the uniform average over a finite set. Over `G` it is the expectation for an orientation drawn uniformly and independently of the electron positions. Over `X` it is the exact value that the quadrature should reproduce, written f̄ here.

In `nonlocalAction`, one electron sits at direction e and at a fixed distance from the core, with all other electrons held still. The number `v l` is the radial strength of angular channel l at that distance, and `ψ` is the wavefunction as a function of the electron's direction. The kernel `P l e y`, written P_l(e, y) below, stands for 2l+1 times the Legendre polynomial of degree l in the cosine of the angle between e and y, although the theorem allows any real kernel. The result is the potential applied to ψ, before the division by ψ(e) that gives the local energy.

The continuous sphere and the full rotation group are not covered. The mean over a finite X is in general only an approximation to the mean over the sphere.

## Why one rotated point is enough

Fix f and let S(x) = ∑_g f(g x). By transitivity any direction y equals h x for some h in G, so

S(y) = ∑_g f(g h x) = S(x),

because g h runs through the whole group as g does. Each g also permutes the directions, so ∑_y f(g y) = ∑_y f(y). Summing f(g y) over both g and y, in either order, gives

|X| S(x) = ∑_y ∑_g f(g y) = ∑_g ∑_y f(g y) = |G| ∑_y f(y).

Division by |G| |X| yields S(x)/|G| = f̄.

This is `mean_over_rotations`. Its steps `hconst`, `hperm` and `hdouble` are the three facts above, in order: `Equiv.mulRight h` supplies the relabelling g → g h, and `Finset.sum_comm` exchanges the sums.

`transitive_iff_mean_over_rotations` adds the converse. If y cannot be reached from x, take f equal to 1 at y and 0 elsewhere. The rotational mean from x is then 0, while f̄ = 1/|X| is positive.

## From one point to a weighted grid

The mean is linear (`mean_linear`), so

mean_g R_g = ∑_q w_q mean_g f(g x_q) = (∑_q w_q) f̄.

This is `mean_rotatedRule`. With weights summing to one, the right side is f̄ for every f and every choice of grid points. Conversely, f = 1 turns the left side into ∑_q w_q and f̄ into 1, so the weights must sum to one if the rule is to be unbiased for every f. `unbiased_iff` states both implications, for a nonempty `X`.

For the potential, apply the result in each channel to the function y ↦ P_l(e, y) ψ(y), multiply by v_l and sum over l. That is `nonlocalAction_unbiased`; all channels share the same rotated grid. At a fixed configuration with ψ(e) ≠ 0, dividing by the constant ψ(e) leaves the estimate unbiased.

## The square keeps a bias

Suppose the weights sum to one. Expanding the square and using mean_g R_g = f̄ gives

mean_g (R_g − f̄)² = mean_g R_g² − 2 f̄ · f̄ + f̄² = mean_g R_g² − f̄².

Hence the mean square exceeds f̄² by the variance over orientations, which is `mean_square_rotatedRule`; there `hexp` is the expansion. A mean of squares vanishes only if every term does, so `square_unbiased_iff` concludes that R_g² is unbiased exactly when R_g = f̄ in every orientation. For f(y) = ∑_l v_l P_l(e, y) ψ(y), R_g is the estimate of the nonlocal potential applied to ψ at direction e. In this finite model, the mean of its square is therefore too large by its variance over orientations, unless the rule is exact for this f in every orientation.

## Three directions by hand

Take three directions 0, 1, 2 permuted cyclically by a threefold rotation, with f = 6, 3, 0, so f̄ = 3. Put weights 2/3 and 1/3 on directions 0 and 1. The three orientations give

R = (2/3)·6 + (1/3)·3 = 5,
R = (2/3)·3 + (1/3)·0 = 2,
R = (2/3)·0 + (1/3)·6 = 2.

No orientation is exact, but the mean is 9/3 = 3. The mean square is (25 + 4 + 4)/3 = 11, which is f̄² = 9 plus the variance (4 + 1 + 1)/3 = 2.

## A tetrahedron, with and without transitivity

`tetrahedron_witness` uses all 24 permutations of four vertices, a single grid point at vertex 0 with weight 1, and the function that is 1 at vertex 0 and 0 elsewhere. The unrotated rule gives 1, and the average over the group gives the correct 1/4.

Now keep only the three rotations about the axis through vertex 0. They never move that vertex, so the same rule gives 1 in every orientation and its average is 1 instead of 1/4. The weight is still normalised; what has been lost is transitivity.
